# Limit pairs of the Roothaan iteration on a finite lattice as mutual best responses

## An iteration that never settles

A self-consistent field iteration can jump between two densities forever. Its energy may be perfectly steady while neither density reproduces itself. When the two densities repeat exactly, each minimises the energy in the field of the other by construction. An iteration may instead only approach two densities, along a subsequence of its pairs of consecutive steps. For symmetric interactions, continuous energy terms and a closed set of admissible densities, the same relation then holds between the two limits.

A density on a finite lattice is a vector $x$ with one real entry per site. Let $C$ be the set of admissible densities, and let $a(x)$ collect the energy terms other than the interaction, such as kinetic energy and external potential. The interaction is $B(x,y)=x\cdot Ky$ with a symmetric matrix $K$, so that site $i$ acts on site $j$ as $j$ acts on $i$. From $x_0\in C$, the iteration freezes the field of $x_k$ and takes as $x_{k+1}$ a minimiser of $a(y)+B(x_k,y)$ over $y\in C$. Such a minimiser is called a best response to $x_k$, and a density is self-consistent if it is a best response to itself.

## What is claimed

A limit pair $(p,q)$ is a limit of $(x_{2\varphi(j)},x_{2\varphi(j)+1})$ for some strictly increasing $\varphi$. If $C$ is closed and $a$ is continuous on $C$, then $q$ is a best response to $p$ and $p$ is a best response to $q$. If $C$ is compact, a limit pair exists.

In Lean, a density has type `ι → ℝ` with `ι` finite, and $B$ is `interaction K`. `IsResponse C a K x y` says that `y` is a best response to `x`, in that order. `IsRoothaan` describes the iteration and `IsLimitPair` the limit pair. Particle number and positivity enter only through the choice of `C`, which need not be convex. Minimisers may be non-unique, and any choice among them is allowed.

The sequence of exact minimisers is given, not constructed. The general theorems on limit pairs assume that $K$ is symmetric and that $a$ is continuous on $C$, although their docstrings do not repeat this. The theorem `limit_pair_self_consistent` also assumes that $C$ is closed, which its docstring leaves out as well. Roothaan's scheme is usually stated for Hartree–Fock density matrices, whereas the unknown here is a vector of site densities. The theorems do not say that the even iterates converge as a whole, and there may be several limit pairs.

## The derivation

Since $C$ is closed, $p,q\in C$. Hence $a(x_{2\varphi(j)})\to a(p)$ and $a(x_{2\varphi(j)+1})\to a(q)$. As a finite sum of products, $B$ is continuous.

**$q$ responds to $p$.** For every $z\in C$,
$$a(x_{2\varphi(j)+1})+B(x_{2\varphi(j)},x_{2\varphi(j)+1})\le a(z)+B(x_{2\varphi(j)},z).$$
The limit $j\to\infty$ gives $a(q)+B(p,q)\le a(z)+B(p,z)$.

**The pair energy never increases.** Put $E_k=a(x_k)+a(x_{k+1})+B(x_k,x_{k+1})$. Testing the minimality of $x_{k+2}$ with $x_k$ gives
$$a(x_{k+2})+B(x_{k+1},x_{k+2})\le a(x_k)+B(x_{k+1},x_k).$$
Adding $a(x_{k+1})$ and using symmetry yields $E_{k+1}\le E_k$. Along the subsequence, $E_{2\varphi(j)}\to E_*=a(p)+a(q)+B(p,q)$. For fixed $n$ and $j\ge n$ we have $2\varphi(j)\ge j\ge n$, so $E_{2\varphi(j)}\le E_n$, and in the limit $E_*\le E_n$.

**$p$ responds to $q$.** The iterates $x_{2\varphi(j)+2}$ need not tend to $p$, so the energy bound replaces their limit. With $n=2\varphi(j)+1$ and the minimality of $x_{2\varphi(j)+2}$,
$$E_*\le E_{2\varphi(j)+1}\le a(x_{2\varphi(j)+1})+a(z)+B(x_{2\varphi(j)+1},z).$$
The limit is $a(p)+a(q)+B(p,q)\le a(q)+a(z)+B(q,z)$. Cancelling $a(q)$ and using symmetry gives $a(p)+B(q,p)\le a(z)+B(q,z)$.

For compact $C$, the pairs $(x_{2k},x_{2k+1})$ lie in the compact set $C\times C$, so a subsequence converges.

This argument uses only the continuity and symmetry of $B$, not its bilinearity. It therefore also works for any continuous symmetric function on $C\times C$, a generalisation that the file below does not formalise.

## When the pair collapses

Test the minimality of $q$ with $p$, and that of $p$ with $q$:
$$a(q)+B(p,q)\le a(p)+B(p,p),\qquad a(p)+B(q,p)\le a(q)+B(q,q).$$
Their sum is $0\le B(p-q,p-q)$. If $B(u-v,u-v)<0$ for all distinct $u,v\in C$, then $p=q$, and this density is self-consistent. The condition says that every nonzero difference of admissible densities has negative interaction energy with itself. On-site attraction, $K=-cI$ with $c>0$, is an example.

Repulsion can violate it. Take one particle on sites $0$ and $1$, so that $C$ consists of the densities with $x_0,x_1\ge 0$ and $x_0+x_1=1$. Let $a=0$ and $B(x,y)=U(x_0y_0+x_1y_1)$ with $U>0$. This is a toy model: the particle is repelled by its own previous density, a self-interaction that a real single particle does not have. In the field of $(1,0)$ the energy is $Uy_0$, which is minimal at $(0,1)$; in the field of $(0,1)$ the particle moves back. Staying put would cost $U$ instead of $0$, so neither density is self-consistent. Here $E_k=0$ at every step: even in this two-site model, a steady pair energy does not imply self-consistency.

## The Lean file

```lean
import Mathlib

open Filter Topology Matrix

namespace RoothaanLimitPairs

noncomputable section

variable {ι : Type*} [Fintype ι]

/-- The bilinear interaction energy of two lattice densities with kernel `K`. -/
def interaction (K : Matrix ι ι ℝ) (x y : ι → ℝ) : ℝ := x ⬝ᵥ K *ᵥ y

/-- The density `y` minimises `a + B(x, ·)` over the admissible set `C`:
it is a best response to the field of the frozen density `x`. -/
def IsResponse (C : Set (ι → ℝ)) (a : (ι → ℝ) → ℝ) (K : Matrix ι ι ℝ)
    (x y : ι → ℝ) : Prop :=
  y ∈ C ∧ ∀ z ∈ C, a y + interaction K x y ≤ a z + interaction K x z

/-- A Roothaan iteration: it starts in `C`, and each density is a best response
to the preceding one. -/
def IsRoothaan (C : Set (ι → ℝ)) (a : (ι → ℝ) → ℝ) (K : Matrix ι ι ℝ)
    (x : ℕ → ι → ℝ) : Prop :=
  x 0 ∈ C ∧ ∀ k, IsResponse C a K (x k) (x (k + 1))

/-- The pair `(p, q)` is a subsequential limit of the pairs of an even iterate
and its successor. -/
def IsLimitPair (x : ℕ → ι → ℝ) (p q : ι → ℝ) : Prop :=
  ∃ φ : ℕ → ℕ, StrictMono φ ∧
    Tendsto (fun j => (x (2 * φ j), x (2 * φ j + 1))) atTop (𝓝 (p, q))

/-- For a symmetric kernel the interaction energy is symmetric in the two densities. -/
theorem interaction_comm {K : Matrix ι ι ℝ} (hK : K.IsSymm) (x y : ι → ℝ) :
    interaction K x y = interaction K y x := by
  unfold interaction
  rw [Matrix.dotProduct_mulVec, ← Matrix.mulVec_transpose, hK.eq, dotProduct_comm]

/-- The interaction energies of two convergent sequences of densities converge to
the interaction energy of the limits. -/
theorem tendsto_interaction (K : Matrix ι ι ℝ) {u v : ℕ → ι → ℝ} {r s : ι → ℝ}
    (hu : Tendsto u atTop (𝓝 r)) (hv : Tendsto v atTop (𝓝 s)) :
    Tendsto (fun j => interaction K (u j) (v j)) atTop (𝓝 (interaction K r s)) := by
  have hc : Continuous (fun w : (ι → ℝ) × (ι → ℝ) => interaction K w.1 w.2) := by
    simp only [interaction, dotProduct, Matrix.mulVec]
    fun_prop
  exact (hc.tendsto (r, s)).comp (hu.prodMk_nhds hv)

/-- Every density of a Roothaan iteration is admissible. -/
theorem iterate_mem {C : Set (ι → ℝ)} {a : (ι → ℝ) → ℝ} {K : Matrix ι ι ℝ}
    {x : ℕ → ι → ℝ} (hx : IsRoothaan C a K x) (k : ℕ) : x k ∈ C := by
  cases k with
  | zero => exact hx.1
  | succ k => exact (hx.2 k).1

/-- The two densities of any limit pair of a Roothaan iteration on a closed set
are best responses to each other. -/
theorem limit_pair_mutual_response {C : Set (ι → ℝ)} {a : (ι → ℝ) → ℝ}
    {K : Matrix ι ι ℝ} {x : ℕ → ι → ℝ} {p q : ι → ℝ}
    (hC : IsClosed C) (ha : ContinuousOn a C) (hK : K.IsSymm)
    (hx : IsRoothaan C a K x) (h : IsLimitPair x p q) :
    IsResponse C a K p q ∧ IsResponse C a K q p := by
  obtain ⟨φ, hφ, hlim⟩ := h
  have hmem := iterate_mem hx
  have hp : Tendsto (fun j => x (2 * φ j)) atTop (𝓝 p) :=
    (continuous_fst.tendsto (p, q)).comp hlim
  have hq : Tendsto (fun j => x (2 * φ j + 1)) atTop (𝓝 q) :=
    (continuous_snd.tendsto (p, q)).comp hlim
  have hpC : p ∈ C := hC.mem_of_tendsto hp (Eventually.of_forall fun j => hmem _)
  have hqC : q ∈ C := hC.mem_of_tendsto hq (Eventually.of_forall fun j => hmem _)
  have hap : Tendsto (fun j => a (x (2 * φ j))) atTop (𝓝 (a p)) :=
    (ha p hpC).tendsto.comp
      (tendsto_nhdsWithin_iff.mpr ⟨hp, Eventually.of_forall fun j => hmem _⟩)
  have haq : Tendsto (fun j => a (x (2 * φ j + 1))) atTop (𝓝 (a q)) :=
    (ha q hqC).tendsto.comp
      (tendsto_nhdsWithin_iff.mpr ⟨hq, Eventually.of_forall fun j => hmem _⟩)
  refine ⟨⟨hqC, fun z hz => ?_⟩, ⟨hpC, fun z hz => ?_⟩⟩
  · -- minimality of the odd iterates passes to the limit
    have hr : Tendsto (fun j => a z + interaction K (x (2 * φ j)) z) atTop
        (𝓝 (a z + interaction K p z)) :=
      tendsto_const_nhds.add (tendsto_interaction K hp tendsto_const_nhds)
    exact le_of_tendsto_of_tendsto' (haq.add (tendsto_interaction K hp hq)) hr
      fun j => (hx.2 (2 * φ j)).2 z hz
  · -- the energy of consecutive pairs never increases
    have step : ∀ k, a (x (k + 1)) + a (x (k + 1 + 1))
        + interaction K (x (k + 1)) (x (k + 1 + 1))
        ≤ a (x k) + a (x (k + 1)) + interaction K (x k) (x (k + 1)) := by
      intro k
      have h1 := (hx.2 (k + 1)).2 (x k) (hmem k)
      have h2 := interaction_comm hK (x (k + 1)) (x k)
      linarith
    have hE : Antitone (fun k => a (x k) + a (x (k + 1))
        + interaction K (x k) (x (k + 1))) := antitone_nat_of_succ_le step
    -- hence its subsequential limit lies below every term
    have hlow : ∀ n, a p + a q + interaction K p q
        ≤ a (x n) + a (x (n + 1)) + interaction K (x n) (x (n + 1)) := by
      intro n
      refine le_of_tendsto ((hap.add haq).add (tendsto_interaction K hp hq)) ?_
      filter_upwards [eventually_ge_atTop n] with j hj
      have h1 : j ≤ φ j := hφ.le_apply
      have hn : n ≤ 2 * φ j := by omega
      exact hE hn
    -- compare with the trial density `z` in the field of the odd iterates
    have hr : Tendsto (fun j => a (x (2 * φ j + 1))
        + (a z + interaction K (x (2 * φ j + 1)) z)) atTop
        (𝓝 (a q + (a z + interaction K q z))) :=
      haq.add (tendsto_const_nhds.add (tendsto_interaction K hq tendsto_const_nhds))
    have hfin := ge_of_tendsto' hr (b := a p + a q + interaction K p q) (fun j => by
      have h1 := hlow (2 * φ j + 1)
      have h2 := (hx.2 (2 * φ j + 1)).2 z hz
      linarith)
    have hs := interaction_comm hK p q
    linarith

/-- On a compact admissible set a Roothaan iteration has a limit pair, and its
two densities are best responses to each other. -/
theorem exists_limit_pair {C : Set (ι → ℝ)} {a : (ι → ℝ) → ℝ}
    {K : Matrix ι ι ℝ} {x : ℕ → ι → ℝ}
    (hC : IsCompact C) (ha : ContinuousOn a C) (hK : K.IsSymm)
    (hx : IsRoothaan C a K x) :
    ∃ p q, IsLimitPair x p q ∧ IsResponse C a K p q ∧ IsResponse C a K q p := by
  have hm : ∀ k, (x (2 * k), x (2 * k + 1)) ∈ C ×ˢ C :=
    fun k => ⟨iterate_mem hx _, iterate_mem hx _⟩
  obtain ⟨⟨p, q⟩, -, φ, hφ, hlim⟩ := (hC.prod hC).tendsto_subseq hm
  have h : IsLimitPair x p q := ⟨φ, hφ, hlim⟩
  exact ⟨p, q, h, limit_pair_mutual_response hC.isClosed ha hK hx h⟩

/-- If two densities are best responses to each other, the interaction energy of
their difference with itself is nonnegative. -/
theorem mutual_response_nonneg {C : Set (ι → ℝ)} {a : (ι → ℝ) → ℝ}
    {K : Matrix ι ι ℝ} {p q : ι → ℝ} (hpq : IsResponse C a K p q)
    (hqp : IsResponse C a K q p) : 0 ≤ interaction K (p - q) (p - q) := by
  have e : interaction K (p - q) (p - q) = interaction K p p - interaction K p q
      - interaction K q p + interaction K q q := by
    simp only [interaction, Matrix.mulVec_sub, dotProduct_sub, sub_dotProduct]
    ring
  have h1 := hpq.2 p hqp.1
  have h2 := hqp.2 q hpq.1
  linarith

/-- If the interaction is negative on differences of distinct admissible densities,
the two members of every limit pair coincide in a density that is a best response to itself. -/
theorem limit_pair_self_consistent {C : Set (ι → ℝ)} {a : (ι → ℝ) → ℝ}
    {K : Matrix ι ι ℝ} {x : ℕ → ι → ℝ} {p q : ι → ℝ}
    (hC : IsClosed C) (ha : ContinuousOn a C) (hK : K.IsSymm)
    (hneg : ∀ u ∈ C, ∀ v ∈ C, u ≠ v → interaction K (u - v) (u - v) < 0)
    (hx : IsRoothaan C a K x) (h : IsLimitPair x p q) :
    p = q ∧ IsResponse C a K p p := by
  obtain ⟨h1, h2⟩ := limit_pair_mutual_response hC ha hK hx h
  have e : p = q := by
    by_contra hne
    exact not_le_of_gt (hneg p h2.1 q h1.1 hne) (mutual_response_nonneg h1 h2)
  subst e
  exact ⟨rfl, h1⟩

/-- One particle on two sites, on the first site at even steps and on the second
at odd steps. -/
def sloshing (k : ℕ) : Fin 2 → ℝ := if Even k then ![1, 0] else ![0, 1]

/-- With on-site repulsion `U > 0` and `a = 0`, the sloshing sequence is a Roothaan
iteration on two sites, and neither density of its limit pair is a best response to itself. -/
theorem sloshing_not_self_consistent {U : ℝ} (hU : 0 < U) :
    IsRoothaan (stdSimplex ℝ (Fin 2)) (fun _ => 0) !![U, 0; 0, U] sloshing ∧
    IsLimitPair sloshing ![1, 0] ![0, 1] ∧
    ¬ IsResponse (stdSimplex ℝ (Fin 2)) (fun _ => 0) !![U, 0; 0, U] ![1, 0] ![1, 0] ∧
    ¬ IsResponse (stdSimplex ℝ (Fin 2)) (fun _ => 0) !![U, 0; 0, U] ![0, 1] ![0, 1] := by
  have hB : ∀ x y : Fin 2 → ℝ,
      interaction !![U, 0; 0, U] x y = U * (x 0 * y 0 + x 1 * y 1) := by
    intro x y
    simp [interaction, dotProduct, Matrix.mulVec, Fin.sum_univ_two]
    ring
  have hL : (![1, 0] : Fin 2 → ℝ) ∈ stdSimplex ℝ (Fin 2) :=
    ⟨fun i => by fin_cases i <;> simp, by simp [Fin.sum_univ_two]⟩
  have hR : (![0, 1] : Fin 2 → ℝ) ∈ stdSimplex ℝ (Fin 2) :=
    ⟨fun i => by fin_cases i <;> simp, by simp [Fin.sum_univ_two]⟩
  have hzero : sloshing 0 = ![1, 0] := if_pos ⟨0, rfl⟩
  have hstart : sloshing 0 ∈ stdSimplex ℝ (Fin 2) := by
    rw [hzero]
    exact hL
  refine ⟨⟨hstart, fun k => ?_⟩, ⟨id, strictMono_id, ?_⟩, ?_, ?_⟩
  · -- the particle always moves to the empty site
    by_cases hk : Even k
    · have e1 : sloshing k = ![1, 0] := if_pos hk
      have e2 : sloshing (k + 1) = ![0, 1] :=
        if_neg (fun h => Nat.even_add_one.mp h hk)
      rw [e1, e2]
      refine ⟨hR, fun z hz => ?_⟩
      have h0 := mul_nonneg hU.le (hz.1 0)
      simp only [hB]
      simpa using h0
    · have e1 : sloshing k = ![0, 1] := if_neg hk
      have e2 : sloshing (k + 1) = ![1, 0] := if_pos (Nat.even_add_one.mpr hk)
      rw [e1, e2]
      refine ⟨hL, fun z hz => ?_⟩
      have h0 := mul_nonneg hU.le (hz.1 1)
      simp only [hB]
      simpa using h0
  · refine tendsto_const_nhds.congr fun j => ?_
    have e1 : sloshing (2 * id j) = ![1, 0] := if_pos (even_two_mul _)
    have e2 : sloshing (2 * id j + 1) = ![0, 1] :=
      if_neg (fun h => Nat.even_add_one.mp h (even_two_mul _))
    exact Prod.ext e1.symm e2.symm
  · intro h
    have h1 := h.2 ![0, 1] hR
    simp only [hB] at h1
    norm_num at h1
    linarith
  · intro h
    have h1 := h.2 ![1, 0] hL
    simp only [hB] at h1
    norm_num at h1
    linarith

end

end RoothaanLimitPairs
```

```lean
#print axioms RoothaanLimitPairs.limit_pair_mutual_response
-- 'RoothaanLimitPairs.limit_pair_mutual_response' depends on axioms: [propext, Classical.choice, Quot.sound]
#print axioms RoothaanLimitPairs.exists_limit_pair
-- 'RoothaanLimitPairs.exists_limit_pair' depends on axioms: [propext, Classical.choice, Quot.sound]
#print axioms RoothaanLimitPairs.limit_pair_self_consistent
-- 'RoothaanLimitPairs.limit_pair_self_consistent' depends on axioms: [propext, Classical.choice, Quot.sound]
#print axioms RoothaanLimitPairs.sloshing_not_self_consistent
-- 'RoothaanLimitPairs.sloshing_not_self_consistent' depends on axioms: [propext, Classical.choice, Quot.sound]
```

## How the proof runs

`interaction_comm` moves $K$ across the dot product and uses $K^T=K$. `tendsto_interaction` supplies the limits of $B$, and `iterate_mem` keeps all iterates in $C$. The last is used to place $p$ and $q$ in $C$, to take limits of $a$, which is continuous only on $C$, and to admit $x_k$ as a trial density.

In `limit_pair_mutual_response`, `hap` and `haq` are the limits of $a$. The first bullet passes to the limit on both sides of the minimality inequality with `le_of_tendsto_of_tendsto'`. In the second, `step` is $E_{k+1}\le E_k$, `hE` extends it to all pairs of indices, and `hlow` is $E_*\le E_n$. Then `hfin` combines this bound with the minimality of the next iterate and takes the limit; the closing `linarith` cancels $a(q)$.

`exists_limit_pair` extracts the subsequence with `tendsto_subseq`. `mutual_response_nonneg` expands $B(p-q,p-q)$ and adds the two test inequalities, and `limit_pair_self_consistent` uses the result to contradict $p\ne q$.

For `sloshing_not_self_consistent`, `hB` computes the interaction, and a case split on the parity of `k` verifies each move. The limit pair comes from $\varphi(j)=j$, since the sequence of pairs is constant. The last two bullets test each density against the other and contradict $U>0$.
